# Normalized superpositions of the plane waves k and −k on an N-site ring have inverse participation ratios from 1/N to 3/(2N) if N does not divide 4k

## Which inverse participation ratio does a degenerate level have?

The inverse participation ratio $\sum_j|\psi_j|^4$ can be attached to a state vector or to an energy level, and I had assumed that for a clean ring the choice made no difference. Plane waves have $|\psi_j|^2=1/N$ on every site, so I expected $1/N$ at every energy. But when I diagonalize the hopping matrix of a six-site ring, the states with $k=\pm1$ come out with $1/4$ and not $1/6$. The energies are right and the vectors are normalized. Which value is the correct one?

## The ratio belongs to the state, not to the level

Both are correct, for different eigenstates of the same energy. The ratio is a function of the vector $\psi$, and it can change when two degenerate vectors are mixed.

Let $\chi(x)=e^{2\pi i x/N}$ and $\psi_k(j)=\chi(jk)/\sqrt N$, with sites $j$ and wave numbers $k$ taken modulo $N$. The Hamiltonian is $(H\psi)_j=-t(\psi_{j+1}+\psi_{j-1})$. Moving $\psi_k$ by one site multiplies it by $\chi(\pm k)$, so

$$H\psi_k=-t\,[\chi(k)+\chi(-k)]\,\psi_k=-2t\cos(2\pi k/N)\,\psi_k .$$

The energy is even in $k$, so every $\psi=a\psi_k+b\psi_{-k}$ has it too. With $z=a\bar b$, the site density is

$$|\psi_j|^2=\frac1N\left[|a|^2+|b|^2+z\,\chi(2kj)+\bar z\,\chi(-2kj)\right].$$

To sum this we need $S=\sum_j\chi(jq)$ for $q\neq0$ modulo $N$. Shifting $j$ by one gives $S=\chi(q)S$, and $\chi(q)\ne1$, so $S=0$. If $4k\neq0$ modulo $N$, then $2k\neq0$ as well, and the norm squared is $|a|^2+|b|^2$. Set this to 1 and square the density:

$$|\psi_j|^4=\frac1{N^2}\left[1+2|z|^2+2z\chi(2kj)+2\bar z\chi(-2kj)+z^2\chi(4kj)+\bar z^2\chi(-4kj)\right].$$

All the oscillating terms sum to zero, which leaves

$$\sum_j|\psi_j|^4=\frac{1+2|a|^2|b|^2}{N}.$$

A single plane wave gives $1/N$. The cosine state, with $a=b=1/\sqrt2$, gives $3/(2N)$, which is your $1/4$ at $N=6$.

Since $|a|^2+|b|^2=1$ implies $|a|^2|b|^2\le1/4$, no state of this form lies outside $[1/N,\,3/(2N)]$. Every value $r$ in the interval occurs: put $s=\sqrt{3-2rN}$, which lies between 0 and 1, and choose $|a|^2=(1+s)/2$ and $|b|^2=(1-s)/2$. Then $1+2|a|^2|b|^2=1+(1-s^2)/2=rN$.

If $4k=0$ but $2k\ne0$ modulo $N$, the last two terms in the bracket for $|\psi_j|^4$ add up to $z^2+\bar z^2$ on every site. For the cosine state $z=1/2$, so the ratio becomes $(3/2+1/2)/N=2/N$. On four sites with $k=1$, this state occupies two sites equally and has ratio $1/2$.

**In a diagonalization.** Let $4k\neq0$ modulo $N$ again. A real symmetric eigensolver returns real vectors. A normalized real vector in the span of $\psi_k$ and $\psi_{-k}$ has $b=\bar a$, hence $|a|^2=|b|^2=1/2$, and its ratio is $3/(2N)$ whatever the phase of the standing wave. A complex Hermitian solver may return any orthonormal pair from the doublet. The vector orthogonal to the one with amplitudes $(a,b)$ has amplitudes $(-\bar b,\bar a)$ up to a phase, so the two share one ratio, which can lie anywhere in the interval. Diagonalizing $H$ together with the one-site translation selects the plane waves and gives $1/N$. For localization studies this means that, in this clean non-interacting ring, the prefactor of the $1/N$ scaling depends on the basis chosen within the doublet, while the scaling itself does not.

**The statement in Lean.** Sites and wave numbers are elements of `ZMod N` with $N\neq0$, which builds in the periodic boundary, and `ZMod.stdAddChar` is $\chi$. The definitions `wave`, `pair` and `cosineWave` are $\psi_k$, $a\psi_k+b\psi_{-k}$ and the equal-weight combination; `hop` is $H$. The function `ipr` is defined for any vector, and is the inverse participation ratio when the vector is normalized.

The theorem `degenerate_states_differ_in_ipr` takes an integer $k$ with `¬ (N : ℤ) ∣ 4 * k` and any real $t$. It says that the two plane waves and the cosine state satisfy the eigenvalue equation with the same `energy N t k`, that the cosine state is normalized, and that the ratios are $1/N$, $1/N$ and $3/(2N)$. The theorem `ipr_range` is the equality of the set of attained ratios with the closed interval, and `ipr_cosineWave_exceptional` is the $2/N$ case. The model is one particle with uniform nearest-neighbour hopping, without disorder or interactions.

```lean
import Mathlib

open scoped Real ComplexConjugate

namespace RingParticipation

noncomputable section

variable {N : ℕ} [NeZero N]

/- The phase `χ x = exp (2 π i x / N)` on the ring. -/
local notation "χ" => ZMod.stdAddChar

/-- The plane wave `exp (2 π i k j / N) / √N` on a ring of `N` sites. -/
def wave (k : ZMod N) : ZMod N → ℂ := fun j => χ (j * k) / ((√(N : ℝ) : ℝ) : ℂ)

/-- The superposition of the plane waves `k` and `-k` with amplitudes `a` and `b`. -/
def pair (k : ZMod N) (a b : ℂ) : ZMod N → ℂ := fun j => a * wave k j + b * wave (-k) j

/-- The equal-weight superposition of the plane waves `k` and `-k`, with amplitudes `1/√2`. -/
def cosineWave (k : ZMod N) : ZMod N → ℂ :=
  pair k ((√2 / 2 : ℝ) : ℂ) ((√2 / 2 : ℝ) : ℂ)

/-- The inverse participation ratio of a normalized state, the sum of `|ψ_j|⁴`. -/
def ipr (ψ : ZMod N → ℂ) : ℝ := ∑ j, ‖ψ j‖ ^ 4

/-- The nearest-neighbour hopping Hamiltonian on the ring, with hopping amplitude `-t`. -/
def hop (t : ℝ) (ψ : ZMod N → ℂ) : ZMod N → ℂ :=
  fun j => -(t : ℂ) * (ψ (j + 1) + ψ (j - 1))

/-- The band energy `-2 t cos (2 π k / N)`, for `N` non-zero. -/
def energy (N : ℕ) (t : ℝ) (k : ℤ) : ℝ := -2 * t * Real.cos (2 * π * k / N)

/-- The equal-weight superposition is the standing wave `√(2/N) cos (2 π k j / N)`. -/
theorem cosineWave_apply (k j : ℤ) :
    cosineWave (k : ZMod N) (j : ZMod N) =
      ((√2 : ℝ) : ℂ) * Complex.cos (2 * π * k * j / N) / ((√(N : ℝ) : ℝ) : ℂ) := by
  have h1 : χ ((j : ZMod N) * (k : ZMod N)) =
      Complex.exp (2 * π * k * j / N * Complex.I) := by
    rw [← Int.cast_mul, ZMod.stdAddChar_coe]
    congr 1
    push_cast
    ring
  have h2 : χ ((j : ZMod N) * -(k : ZMod N)) =
      Complex.exp (-(2 * π * k * j / N) * Complex.I) := by
    rw [← Int.cast_neg, ← Int.cast_mul, ZMod.stdAddChar_coe]
    congr 1
    push_cast
    ring
  simp only [cosineWave, pair, wave]
  rw [h1, h2, Complex.cos]
  push_cast
  ring

/-- Every superposition of the plane waves `k` and `-k` satisfies the eigenvalue equation of the
hopping Hamiltonian with energy `-2 t cos (2 π k / N)`. -/
theorem hop_pair (t : ℝ) (k : ℤ) (a b : ℂ) :
    hop t (pair (k : ZMod N) a b) = (energy N t k : ℂ) • pair (k : ZMod N) a b := by
  have hE : (energy N t k : ℂ) = -(t : ℂ) * (χ (k : ZMod N) + χ (-(k : ZMod N))) := by
    have h1 : (2 * π * Complex.I * k / N : ℂ) = 2 * π * k / N * Complex.I := by ring
    have h2 : (2 * π * Complex.I * (-k) / N : ℂ) = -(2 * π * k / N) * Complex.I := by ring
    rw [← Int.cast_neg, ZMod.stdAddChar_coe, ZMod.stdAddChar_coe, energy]
    push_cast
    rw [h1, h2, Complex.cos]
    ring
  -- a translation by one site multiplies a plane wave by a phase
  have up : ∀ j q : ZMod N, χ ((j + 1) * q) = χ (j * q) * χ q := by
    intro j q
    rw [← AddChar.map_add_eq_mul]
    congr 1
    ring
  have down : ∀ j q : ZMod N, χ ((j - 1) * q) = χ (j * q) * χ (-q) := by
    intro j q
    rw [← AddChar.map_add_eq_mul]
    congr 1
    ring
  funext j
  simp only [hop, pair, wave, Pi.smul_apply, smul_eq_mul, up, down, neg_neg, hE]
  ring

/-- A phase of non-zero wave number sums to zero over the ring. -/
theorem sum_phase {q : ZMod N} (hq : q ≠ 0) : ∑ j : ZMod N, χ (j * q) = (0 : ℂ) :=
  (AddChar.sum_mulShift q (ZMod.isPrimitive_stdAddChar N)).trans (by simp [hq])

/-- The site density of a superposition is a constant plus interference terms of wave
number `2k` and `-2k`. -/
theorem density_pair (k j : ZMod N) (a b : ℂ) :
    (‖pair k a b j‖ : ℂ) ^ 2 = ((‖a‖ : ℂ) ^ 2 + (‖b‖ : ℂ) ^ 2
      + a * conj b * χ (j * (2 * k)) + conj a * b * χ (j * -(2 * k))) / N := by
  have hc : ∀ x : ZMod N, conj (χ x) = χ (-x) := by
    intro x
    obtain ⟨n, rfl⟩ := ZMod.intCast_surjective x
    rw [← Int.cast_neg, ZMod.stdAddChar_coe, ZMod.stdAddChar_coe, ← Complex.exp_conj]
    congr 1
    simp only [map_div₀, map_mul, Complex.conj_ofReal, Complex.conj_I, map_natCast,
      map_intCast, map_ofNat]
    push_cast
    ring
  have hu : conj (χ (j * k)) = χ (j * -k) := by rw [hc, mul_neg]
  have hv : conj (χ (j * -k)) = χ (j * k) := by rw [hc, mul_neg, neg_neg]
  have h1 : χ (j * k) * χ (j * -k) = 1 := by
    rw [← AddChar.map_add_eq_mul, ← mul_add, add_neg_cancel, mul_zero,
      AddChar.map_zero_eq_one]
  have h2 : ∀ q : ZMod N, χ (j * (2 * q)) = χ (j * q) * χ (j * q) := by
    intro q
    rw [← AddChar.map_add_eq_mul]
    congr 1
    ring
  have hs : (N : ℂ) = ((√(N : ℝ) : ℝ) : ℂ) * ((√(N : ℝ) : ℝ) : ℂ) := by
    rw [← Complex.ofReal_mul, Real.mul_self_sqrt (Nat.cast_nonneg N), Complex.ofReal_natCast]
  rw [← Complex.mul_conj' (pair k a b j), ← Complex.mul_conj' a, ← Complex.mul_conj' b,
    ← mul_neg 2 k, h2, h2, hs]
  simp only [pair, wave, map_add, map_mul, map_div₀, Complex.conj_ofReal, hu, hv]
  linear_combination ((a * conj a + b * conj b) /
    (((√(N : ℝ) : ℝ) : ℂ) * ((√(N : ℝ) : ℝ) : ℂ))) * h1

/-- If `2k` is non-zero modulo `N`, the squared norm of a superposition is `|a|² + |b|²`. -/
theorem norm_pair {k : ZMod N} (hk : 2 * k ≠ 0) (a b : ℂ) :
    ∑ j, ‖pair k a b j‖ ^ 2 = ‖a‖ ^ 2 + ‖b‖ ^ 2 := by
  have hN : (N : ℂ) ≠ 0 := Nat.cast_ne_zero.mpr (NeZero.ne N)
  apply Complex.ofReal_injective
  push_cast
  simp only [density_pair, ← Finset.sum_div, Finset.sum_add_distrib, ← Finset.mul_sum,
    sum_phase hk, sum_phase (neg_ne_zero.mpr hk), Finset.sum_const, Finset.card_univ,
    ZMod.card, nsmul_eq_mul]
  rw [div_eq_iff hN]
  ring

/-- For a normalized superposition with `2k` non-zero modulo `N`, the inverse participation
ratio is `(1 + 2|a|²|b|²)/N` plus lattice sums of wave number `4k` and `-4k`. -/
theorem ipr_pair_general {k : ZMod N} (hk : 2 * k ≠ 0) {a b : ℂ}
    (hab : ‖a‖ ^ 2 + ‖b‖ ^ 2 = 1) :
    (ipr (pair k a b) : ℂ) = (1 + 2 * (‖a‖ : ℂ) ^ 2 * (‖b‖ : ℂ) ^ 2) / N
      + ((a * conj b) ^ 2 * ∑ j : ZMod N, χ (j * (4 * k))
        + (conj a * b) ^ 2 * ∑ j : ZMod N, χ (j * -(4 * k))) / (N : ℂ) ^ 2 := by
  have hN : (N : ℂ) ≠ 0 := Nat.cast_ne_zero.mpr (NeZero.ne N)
  have hab' : (‖a‖ : ℂ) ^ 2 + (‖b‖ : ℂ) ^ 2 = 1 := by exact_mod_cast hab
  have hz : (a * conj b) * (conj a * b) = (‖a‖ : ℂ) ^ 2 * (‖b‖ : ℂ) ^ 2 := by
    rw [← Complex.mul_conj' a, ← Complex.mul_conj' b]
    ring
  -- square the density site by site
  have hj : ∀ j, (‖pair k a b j‖ : ℂ) ^ 4 =
      (1 + 2 * (‖a‖ : ℂ) ^ 2 * (‖b‖ : ℂ) ^ 2 + 2 * (a * conj b) * χ (j * (2 * k))
        + 2 * (conj a * b) * χ (j * -(2 * k)) + (a * conj b) ^ 2 * χ (j * (4 * k))
        + (conj a * b) ^ 2 * χ (j * -(4 * k))) / (N : ℂ) ^ 2 := by
    intro j
    have h1 : χ (j * (2 * k)) * χ (j * -(2 * k)) = 1 := by
      rw [← AddChar.map_add_eq_mul, ← mul_add, add_neg_cancel, mul_zero,
        AddChar.map_zero_eq_one]
    have h2 : χ (j * (4 * k)) = χ (j * (2 * k)) * χ (j * (2 * k)) := by
      rw [← AddChar.map_add_eq_mul]
      congr 1
      ring
    have h3 : χ (j * -(4 * k)) = χ (j * -(2 * k)) * χ (j * -(2 * k)) := by
      rw [← AddChar.map_add_eq_mul]
      congr 1
      ring
    have h4 : (‖pair k a b j‖ : ℂ) ^ 4 = ((‖pair k a b j‖ : ℂ) ^ 2) ^ 2 := by ring
    rw [h4, density_pair, hab', h2, h3]
    linear_combination (2 * (a * conj b) * (conj a * b) / (N : ℂ) ^ 2) * h1
      + (2 / (N : ℂ) ^ 2) * hz
  have hd : (1 + 2 * (‖a‖ : ℂ) ^ 2 * (‖b‖ : ℂ) ^ 2) / N =
      N * (1 + 2 * (‖a‖ : ℂ) ^ 2 * (‖b‖ : ℂ) ^ 2) / (N : ℂ) ^ 2 := by
    field_simp
  rw [hd, ipr]
  push_cast
  simp only [hj, ← Finset.sum_div, Finset.sum_add_distrib, ← Finset.mul_sum,
    sum_phase hk, sum_phase (neg_ne_zero.mpr hk), Finset.sum_const, Finset.card_univ,
    ZMod.card, nsmul_eq_mul]
  ring

/-- If `4k` is non-zero modulo `N`, a normalized superposition of the plane waves `k` and `-k`
has inverse participation ratio `(1 + 2|a|²|b|²)/N`. -/
theorem ipr_pair {k : ZMod N} (hk : 4 * k ≠ 0) {a b : ℂ} (hab : ‖a‖ ^ 2 + ‖b‖ ^ 2 = 1) :
    ipr (pair k a b) = (1 + 2 * ‖a‖ ^ 2 * ‖b‖ ^ 2) / N := by
  have h2 : 2 * k ≠ 0 := fun h => hk (by linear_combination 2 * h)
  have h := ipr_pair_general h2 hab
  rw [sum_phase hk, sum_phase (neg_ne_zero.mpr hk)] at h
  simp only [mul_zero, add_zero, zero_div] at h
  exact_mod_cast h

/-- If `4k` is non-zero modulo `N`, the inverse participation ratios of the normalized
superpositions of the plane waves `k` and `-k` fill exactly the interval from `1/N` to
`3/(2N)`. -/
theorem ipr_range {k : ZMod N} (hk : 4 * k ≠ 0) :
    {r : ℝ | ∃ a b : ℂ, ‖a‖ ^ 2 + ‖b‖ ^ 2 = 1 ∧ ipr (pair k a b) = r} =
      Set.Icc (1 / (N : ℝ)) (3 / (2 * N)) := by
  have hN : (0 : ℝ) < N := Nat.cast_pos.mpr (Nat.pos_of_ne_zero (NeZero.ne N))
  ext r
  constructor
  · rintro ⟨a, b, hab, rfl⟩
    rw [ipr_pair hk hab]
    have h0 : 0 ≤ 2 * ‖a‖ ^ 2 * ‖b‖ ^ 2 := by positivity
    have h1 : 2 * ‖a‖ ^ 2 * ‖b‖ ^ 2 ≤ 1 / 2 := by
      have ha : ‖a‖ ^ 2 = 1 - ‖b‖ ^ 2 := by linarith
      rw [ha]
      nlinarith [sq_nonneg (‖b‖ ^ 2 - 1 / 2)]
    have h3 : 3 / (2 * (N : ℝ)) = (3 / 2) / N := by ring
    constructor
    · exact div_le_div_of_nonneg_right (by linarith) hN.le
    · rw [h3]
      exact div_le_div_of_nonneg_right (by linarith) hN.le
  · rintro ⟨h1, h2⟩
    rw [div_le_iff₀ hN] at h1
    rw [le_div_iff₀ (by positivity)] at h2
    -- choose the weights (1 + s)/2 and (1 - s)/2
    obtain ⟨s, hs0, hs⟩ : ∃ s : ℝ, 0 ≤ s ∧ s ^ 2 = 3 - 2 * (r * N) :=
      ⟨√(3 - 2 * (r * N)), Real.sqrt_nonneg _, Real.sq_sqrt (by linarith)⟩
    have hs1 : s ≤ 1 := by nlinarith
    have hn : ∀ x : ℝ, 0 ≤ x → ‖((√x : ℝ) : ℂ)‖ ^ 2 = x := by
      intro x hx
      rw [Complex.norm_real, Real.norm_eq_abs, sq_abs, Real.sq_sqrt hx]
    have ha := hn ((1 + s) / 2) (by linarith)
    have hb := hn ((1 - s) / 2) (by linarith)
    have hab : ‖((√((1 + s) / 2) : ℝ) : ℂ)‖ ^ 2 + ‖((√((1 - s) / 2) : ℝ) : ℂ)‖ ^ 2 = 1 := by
      rw [ha, hb]
      ring
    refine ⟨_, _, hab, ?_⟩
    rw [ipr_pair hk hab, ha, hb, div_eq_iff hN.ne']
    linear_combination (-1 / 2) * hs

/-- If `N` does not divide `4k`, the plane waves `k` and `-k` and their normalized cosine
combination are eigenstates of the same energy, with inverse participation ratios `1/N`,
`1/N` and `3/(2N)`. -/
theorem degenerate_states_differ_in_ipr (t : ℝ) (k : ℤ) (hk : ¬ (N : ℤ) ∣ 4 * k) :
    (hop t (wave (k : ZMod N)) = (energy N t k : ℂ) • wave (k : ZMod N) ∧
      hop t (wave (-(k : ZMod N))) = (energy N t k : ℂ) • wave (-(k : ZMod N)) ∧
      hop t (cosineWave (k : ZMod N)) = (energy N t k : ℂ) • cosineWave (k : ZMod N)) ∧
    ∑ j, ‖cosineWave (k : ZMod N) j‖ ^ 2 = 1 ∧
    ipr (wave (k : ZMod N)) = 1 / N ∧ ipr (wave (-(k : ZMod N))) = 1 / N ∧
    ipr (cosineWave (k : ZMod N)) = 3 / (2 * N) := by
  have h4 : 4 * (k : ZMod N) ≠ 0 := by
    intro h
    apply hk
    rw [← CharP.intCast_eq_zero_iff (ZMod N) N]
    push_cast
    exact h
  have h2 : 2 * (k : ZMod N) ≠ 0 := fun h => h4 (by linear_combination 2 * h)
  have hp : wave (k : ZMod N) = pair (k : ZMod N) 1 0 := by
    funext j
    simp [pair]
  have hm : wave (-(k : ZMod N)) = pair (k : ZMod N) 0 1 := by
    funext j
    simp [pair]
  have hc : ‖((√2 / 2 : ℝ) : ℂ)‖ ^ 2 = 1 / 2 := by
    rw [Complex.norm_real, Real.norm_eq_abs, sq_abs, div_pow, Real.sq_sqrt (by norm_num)]
    norm_num
  have hcc : ‖((√2 / 2 : ℝ) : ℂ)‖ ^ 2 + ‖((√2 / 2 : ℝ) : ℂ)‖ ^ 2 = 1 := by
    rw [hc]
    norm_num
  refine ⟨⟨?_, ?_, hop_pair t k _ _⟩, (norm_pair h2 _ _).trans hcc, ?_, ?_, ?_⟩
  · rw [hp]
    exact hop_pair t k 1 0
  · rw [hm]
    exact hop_pair t k 0 1
  · rw [hp, ipr_pair h4 (by norm_num)]
    norm_num
  · rw [hm, ipr_pair h4 (by norm_num)]
    norm_num
  · rw [cosineWave, ipr_pair h4 hcc, hc]
    ring

/-- If `4k` vanishes modulo `N` but `2k` does not, the cosine combination has inverse
participation ratio `2/N`. -/
theorem ipr_cosineWave_exceptional {k : ZMod N} (h2 : 2 * k ≠ 0) (h4 : 4 * k = 0) :
    ipr (cosineWave k) = 2 / N := by
  have hN : (N : ℂ) ≠ 0 := Nat.cast_ne_zero.mpr (NeZero.ne N)
  have hr : (√2 / 2 : ℝ) ^ 2 = 1 / 2 := by
    rw [div_pow, Real.sq_sqrt (by norm_num)]
    norm_num
  have hc : ‖((√2 / 2 : ℝ) : ℂ)‖ ^ 2 = 1 / 2 := by
    rw [Complex.norm_real, Real.norm_eq_abs, sq_abs, hr]
  have hn : (‖((√2 / 2 : ℝ) : ℂ)‖ : ℂ) ^ 2 = 1 / 2 := by
    rw [← Complex.ofReal_pow, hc]
    norm_num
  have hm : ((√2 / 2 : ℝ) : ℂ) * ((√2 / 2 : ℝ) : ℂ) = 1 / 2 := by
    rw [← Complex.ofReal_mul, ← pow_two, hr]
    norm_num
  have h := ipr_pair_general h2 (a := ((√2 / 2 : ℝ) : ℂ)) (b := ((√2 / 2 : ℝ) : ℂ))
    (by rw [hc]; norm_num)
  -- the lattice sums of wave number 4k no longer cancel
  rw [h4, hn, Complex.conj_ofReal, hm] at h
  simp only [neg_zero, mul_zero, AddChar.map_zero_eq_one, Finset.sum_const,
    Finset.card_univ, ZMod.card, nsmul_eq_mul, mul_one] at h
  have hx : (N : ℂ) / (N : ℂ) ^ 2 = 1 / N := by field_simp
  apply Complex.ofReal_injective
  rw [cosineWave, h, Complex.ofReal_div, Complex.ofReal_natCast, Complex.ofReal_ofNat]
  linear_combination (1 / 2) * hx

end

end RingParticipation
```

```lean
#print axioms RingParticipation.cosineWave_apply
#print axioms RingParticipation.ipr_range
#print axioms RingParticipation.degenerate_states_differ_in_ipr
#print axioms RingParticipation.ipr_cosineWave_exceptional
```

```
'RingParticipation.cosineWave_apply' depends on axioms: [propext, Classical.choice, Quot.sound]
'RingParticipation.ipr_range' depends on axioms: [propext, Classical.choice, Quot.sound]
'RingParticipation.degenerate_states_differ_in_ipr' depends on axioms: [propext, Classical.choice, Quot.sound]
'RingParticipation.ipr_cosineWave_exceptional' depends on axioms: [propext, Classical.choice, Quot.sound]
```

**The proof.** `cosineWave_apply` uses Euler's formula to identify the equal-weight state with $\sqrt{2/N}\cos(2\pi kj/N)$. In `hop_pair`, the steps `up` and `down` are the one-site translations. `sum_phase` gets the vanishing sum from Mathlib's result for primitive characters, in place of the shift argument.

`density_pair` expands $\psi_j\bar\psi_j$, using that conjugation sends $\chi(x)$ to $\chi(-x)$; `norm_pair` sums the result. `ipr_pair_general` squares the density site by site in `hj`, then removes the $\pm2k$ sums but keeps the $\pm4k$ sums. It therefore serves both cases: `ipr_pair` sets those sums to zero, and `ipr_cosineWave_exceptional` evaluates each as $N$.

In `ipr_range`, the upper bound comes from the square $(|b|^2-1/2)^2\ge0$, passed to `nlinarith`, and the converse uses the weights $(1\pm s)/2$ above. The main theorem writes the plane waves as `pair` with amplitudes $(1,0)$ and $(0,1)$ and inserts the weights into `ipr_pair`.
